# A subspace of the complex group algebra stable under left multiplication by the group is stable under left multiplication by the whole algebra

The group algebra of a symmetry group consists of the finite complex linear combinations of its elements, and projection operators for a finite symmetry group are elements of this kind. The lemma says that if a subspace `U` of the group algebra is carried into itself by left multiplication by each group element, then `x * u` lies in `U` for every `x` in the algebra and every `u` in `U`. The group `G` is arbitrary and need not be finite. The attempt argues by induction on `x`, treating group elements, sums and scalar multiples in turn.

Lean 4 with Mathlib refuses this proof:

```lean
import Mathlib

namespace MulMem

/-- The complex group algebra of `G`. -/
abbrev GroupAlgebra (G : Type*) := MonoidAlgebra ℂ G

variable {G : Type*} [Group G]

/-- A subspace of the group algebra is stable if left multiplication by every group element
carries it into itself. -/
def GroupStable (U : Submodule ℂ (GroupAlgebra G)) : Prop :=
  ∀ g : G, ∀ u ∈ U, MonoidAlgebra.of ℂ G g * u ∈ U

/-- A subspace stable under the group is stable under left multiplication by the whole
group algebra. -/
theorem GroupStable.mul_mem {U : Submodule ℂ (GroupAlgebra G)} (hU : GroupStable U)
    (x : GroupAlgebra G) {u : GroupAlgebra G} (hu : u ∈ U) : x * u ∈ U := by
  refine MonoidAlgebra.induction_on x (fun g => hU g u hu) (fun a b ha hb => ?_)
    (fun r a ha => ?_)
  · rw [add_mul]
    exact U.add_mem ha hb
  · rw [smul_mul_assoc]
    exact U.smul_mem r ha

end MulMem
```

The error:

```
Main.lean:19:48: error: Type mismatch
  hU g u hu
has type
  (MonoidAlgebra.of ℂ G) g * u ∈ U
but is expected to have type
  ?m.21 ((MonoidAlgebra.of ℂ G) g)
```

The repair, with which the file compiles:

```diff
@@ -17,9 +17,11 @@
 theorem GroupStable.mul_mem {U : Submodule ℂ (GroupAlgebra G)} (hU : GroupStable U)
     (x : GroupAlgebra G) {u : GroupAlgebra G} (hu : u ∈ U) : x * u ∈ U := by
-  refine MonoidAlgebra.induction_on x (fun g => hU g u hu) (fun a b ha hb => ?_)
-    (fun r a ha => ?_)
-  · rw [add_mul]
+  induction x using MonoidAlgebra.induction_on
+  · exact hU _ u hu
+  · rename_i a b ha hb
+    rw [add_mul]
     exact U.add_mem ha hb
-  · rw [smul_mul_assoc]
+  · rename_i r a ha
+    rw [smul_mul_assoc]
     exact U.smul_mem r ha
 
```

The message concerns the case of a group element. The term `hU g u hu` proves that the group element times `u` lies in `U`, which is what this case needs. But Lean expects `?m.21 ((MonoidAlgebra.of ℂ G) g)`, where `?m.21` is the property to be proved by induction, still unknown when the term is checked. Lean does not recover that property from its value at the compound expression `(MonoidAlgebra.of ℂ G) g`, so the types fail to match.

The repair uses `induction x using MonoidAlgebra.induction_on`, which forms the property from the goal, as a statement about `x`, before the cases are proved. The first case then has a definite goal, and `hU _ u hu` closes it, with the group element inferred. The old `fun` binders are gone, so `rename_i` names the variables and hypotheses in the other two cases. Their algebraic steps are unchanged.
